# Tamm-Dancoff total length-form strength and static polarizability are never below the RPA values when $A-B$ is positive definite and $B$ positive semidefinite

Let $A$ and $B$ be real symmetric matrices whose finite index set labels particle-hole excitations. $A$ holds the orbital energy differences and the couplings among excitations; $B$ couples excitations to de-excitations. The real vector $d$ holds the dipole matrix elements along one direction. With excitation and de-excitation amplitudes $X$ and $Y$, the random-phase approximation (RPA) reads

$$AX+BY=\omega X,\qquad BX+AY=-\omega Y,\qquad X\cdot X-Y\cdot Y=1 .$$

Adding and subtracting the two equations gives $(A+B)(X+Y)=\omega(X-Y)$ and $(A-B)(X-Y)=\omega(X+Y)$. Let $M$ be a symmetric square root of $A-B$. Setting $X+Y=\omega^{-1/2}Mv$ for $\omega>0$ turns the problem into

$$M(A+B)M\,v=\omega^2v,\qquad v\cdot v=1 .$$

The Lean development starts from this symmetric eigenproblem; the reduction just given is background.

Two conditions are imposed. Positive definiteness of $A-B$ is one of the stability conditions on the reference state. Positive semidefiniteness of $B$ stands for a repulsive coupling: in direct RPA with real orbitals, $B$ is a matrix of Coulomb integrals between transition densities and has this property. With exchange included it is not guaranteed.

```lean
import Mathlib

open Matrix

namespace TammDancoffSumRules

variable {n : Type*} [Fintype n] [DecidableEq n]
```

## Modes and strengths

An eigenbasis of $C$ is a family $v_s$ with $v_s\cdot v_t=\delta_{st}$ and $Cv_s=\lambda_sv_s$, with as many members as the space has dimensions. In Lean, `v s` is the vector of mode $s$, `⬝ᵥ` is the scalar product and `*ᵥ` applies a matrix to a vector. The eigenbases enter the theorems as given data; the spectral theorem supplies them for any real symmetric matrix.

```lean
/-- The vectors `v s` are orthonormal eigenvectors of `C` with eigenvalues `lam s`,
one for each dimension of the space. -/
structure IsEigenbasis (C : Matrix n n ℝ) (lam : n → ℝ) (v : n → n → ℝ) : Prop where
  ortho : ∀ s t, v s ⬝ᵥ v t = if s = t then 1 else 0
  eig : ∀ s, C *ᵥ v s = lam s • v s
```

In the length form, used throughout, an oscillator strength is an energy times a squared transition dipole moment. For RPA mode $s$, with frequency $w_s$, the moment is $d\cdot(X+Y)=w_s^{-1/2}\,d\cdot Mv_s$, so

$$f_s=w_s\,\bigl(d\cdot(X+Y)\bigr)^2=(v_s\cdot Md)^2 .$$

Constant prefactors, including those from spin and orientational averaging, are left out.

```lean
/-- RPA strength of mode `s`: the squared overlap of the eigenvector `v s` with `M d`. -/
def rpaStrength (M : Matrix n n ℝ) (v : n → n → ℝ) (d : n → ℝ) (s : n) : ℝ :=
  (v s ⬝ᵥ M *ᵥ d) ^ 2
```

The Tamm-Dancoff approximation sets $B=0$ in the RPA equations. The modes are then the eigenvectors $u_s$ of $A$, with energies $e_s$, and the strength is $g_s=e_s(u_s\cdot d)^2$.

```lean
/-- Tamm-Dancoff strength of mode `s`: the energy `e s` times the squared overlap of the
eigenvector `u s` with `d`. -/
def tdaStrength (e : n → ℝ) (u : n → n → ℝ) (d : n → ℝ) (s : n) : ℝ :=
  e s * (u s ⬝ᵥ d) ^ 2
```

## Sums over a complete set of modes

A symmetric matrix moves across the scalar product: $x\cdot Cy=(C^{T}x)\cdot y=(Cx)\cdot y$.

```lean
omit [DecidableEq n] in
/-- A real symmetric matrix can be moved from one side of the scalar product to the other. -/
theorem symm_dot {C : Matrix n n ℝ} (hC : Cᵀ = C) (x y : n → ℝ) :
    x ⬝ᵥ C *ᵥ y = (C *ᵥ x) ⬝ᵥ y := by
  rw [Matrix.dotProduct_mulVec, ← Matrix.mulVec_transpose, hC]
```

A positive definite matrix is symmetric, which is part of Mathlib's definition, and has positive determinant, so it is invertible.

```lean
/-- A real positive definite matrix is symmetric and nonsingular. -/
theorem symm_and_regular {C : Matrix n n ℝ} (hC : C.PosDef) : Cᵀ = C ∧ IsUnit C.det := by
  refine ⟨?_, hC.det_pos.ne'.isUnit⟩
  rw [← Matrix.conjTranspose_eq_transpose_of_trivial]
  exact hC.isHermitian.eq
```

Let $V$ be the matrix with rows $v_s$. Orthonormality says $VV^{T}=1$. Since $V$ is square, $V^{T}V=1$ as well, and therefore

$$\sum_s(v_s\cdot x)(v_s\cdot y)=(Vx)\cdot(Vy)=x\cdot V^{T}Vy=x\cdot y .$$

The step from one product to the other is `mul_eq_one_comm`.

```lean
/-- Completeness of the modes: summing products of overlaps over an orthonormal eigenbasis
gives the scalar product. -/
theorem parseval {C : Matrix n n ℝ} {lam : n → ℝ} {v : n → n → ℝ}
    (h : IsEigenbasis C lam v) (x y : n → ℝ) :
    ∑ s, (v s ⬝ᵥ x) * (v s ⬝ᵥ y) = x ⬝ᵥ y := by
  have hV : Matrix.of v * (Matrix.of v)ᵀ = 1 := by
    ext s t
    simpa [Matrix.mul_apply, Matrix.one_apply, dotProduct] using h.ortho s t
  calc ∑ s, (v s ⬝ᵥ x) * (v s ⬝ᵥ y)
      = (Matrix.of v *ᵥ x) ⬝ᵥ (Matrix.of v *ᵥ y) := rfl
    _ = x ⬝ᵥ ((Matrix.of v)ᵀ * Matrix.of v) *ᵥ y := by
        rw [← Matrix.mulVec_mulVec, Matrix.dotProduct_mulVec x, Matrix.vecMul_transpose]
    _ = x ⬝ᵥ y := by rw [mul_eq_one_comm.mp hV, Matrix.one_mulVec]
```

Now let $C$ be symmetric and invertible. If some $\lambda_s$ were zero, then $Cv_s=0$ and hence $v_s=0$, against $v_s\cdot v_s=1$. So division by $\lambda_s$ is allowed. From $x=C(C^{-1}x)$ we get

$$v_s\cdot x=(Cv_s)\cdot C^{-1}x=\lambda_s\,v_s\cdot C^{-1}x .$$

Multiplying by $(v_s\cdot x)/\lambda_s$ and summing with the completeness relation gives

$$\sum_s\frac{(v_s\cdot x)^2}{\lambda_s}=\sum_s(v_s\cdot x)(v_s\cdot C^{-1}x)=x\cdot C^{-1}x .$$

In the code, `hne` is the first part and `hs` the displayed identity for a single mode.

```lean
/-- For a nonsingular symmetric matrix no eigenvalue vanishes, and the squared overlaps
divided by the eigenvalues sum to the quadratic form of the inverse. -/
theorem inverse_spectral_sum {C : Matrix n n ℝ} {lam : n → ℝ} {v : n → n → ℝ}
    (h : IsEigenbasis C lam v) (hC : Cᵀ = C) (hdet : IsUnit C.det) (x : n → ℝ) :
    (∀ s, lam s ≠ 0) ∧ ∑ s, (v s ⬝ᵥ x) ^ 2 / lam s = x ⬝ᵥ C⁻¹ *ᵥ x := by
  have hne : ∀ s, lam s ≠ 0 := by
    intro s hs
    have h0 : C *ᵥ v s = 0 := by rw [h.eig, hs, zero_smul]
    have h1 : v s = 0 := by
      rw [← Matrix.one_mulVec (v s), ← Matrix.nonsing_inv_mul C hdet,
        ← Matrix.mulVec_mulVec, h0, Matrix.mulVec_zero]
    have h2 := h.ortho s s
    simp [h1] at h2
  refine ⟨hne, ?_⟩
  have hx : C *ᵥ (C⁻¹ *ᵥ x) = x := by
    rw [Matrix.mulVec_mulVec, Matrix.mul_nonsing_inv C hdet, Matrix.one_mulVec]
  rw [← parseval h x (C⁻¹ *ᵥ x)]
  refine Finset.sum_congr rfl fun s _ => ?_
  have hs : v s ⬝ᵥ x = lam s * (v s ⬝ᵥ C⁻¹ *ᵥ x) := by
    conv_lhs => rw [← hx]
    rw [symm_dot hC, h.eig, smul_dotProduct, smul_eq_mul]
  rw [div_eq_iff (hne s), sq]
  linear_combination (v s ⬝ᵥ x) * hs
```

## The two RPA sums

For the total strength, completeness with $x=y=Md$ gives

$$\sum_sf_s=(Md)\cdot(Md)=d\cdot M^2d=d\cdot(A-B)d .$$

For the static sum, note that $(\det M)^2=\det(A-B)\neq0$, so $M$ is invertible. If $A+B$ is positive definite, $M(A+B)M$ is then symmetric and invertible, and its eigenvalues $w_s^2$ are nonzero. The inverse sum with $x=Md$ gives

$$\sum_s\frac{f_s}{w_s^2}=d\cdot M\,\bigl[M^{-1}(A+B)^{-1}M^{-1}\bigr]M\,d=d\cdot(A+B)^{-1}d .$$

Up to a constant factor, this is the static polarizability along the spatial direction whose dipole matrix elements form $d$. The cancellation of $M$ is `hinv`.

The theorem accepts any symmetric square root $M$, not only the positive one, and leaves the sign of $w_s$ open, since only $w_s^2$ enters. The values remain quadratic forms in $d$: turning $d\cdot(A-B)d$ into an electron number, as in the Thomas-Reiche-Kuhn rule, would need a Hamiltonian and a dipole operator, and neither appears here.

```lean
/-- RPA sum rules: for `A - B` and `A + B` positive definite and `M` a symmetric square root
of `A - B`, the frequencies are nonzero, the strengths sum to `d·(A - B)d`, and the strengths
over squared frequencies sum to `d·(A + B)⁻¹d`. -/
theorem rpa_sum_rules {A B M : Matrix n n ℝ} {w : n → ℝ} {v : n → n → ℝ}
    (hm : (A - B).PosDef) (hp : (A + B).PosDef) (hMs : Mᵀ = M) (hM : M * M = A - B)
    (hv : IsEigenbasis (M * (A + B) * M) (fun s => w s ^ 2) v) (d : n → ℝ) :
    (∀ s, w s ≠ 0) ∧ ∑ s, rpaStrength M v d s = d ⬝ᵥ (A - B) *ᵥ d ∧
      ∑ s, rpaStrength M v d s / w s ^ 2 = d ⬝ᵥ (A + B)⁻¹ *ᵥ d := by
  obtain ⟨hS, hpu⟩ := symm_and_regular hp
  have hMu : IsUnit M.det := by
    have h2 : IsUnit (M.det * M.det) := by
      rw [← Matrix.det_mul, hM]; exact (symm_and_regular hm).2
    exact isUnit_of_mul_isUnit_left h2
  have hC : (M * (A + B) * M)ᵀ = M * (A + B) * M := by
    rw [Matrix.transpose_mul, Matrix.transpose_mul, hMs, hS, Matrix.mul_assoc]
  have hCu : IsUnit (M * (A + B) * M).det := by
    rw [Matrix.det_mul, Matrix.det_mul]
    exact (hMu.mul hpu).mul hMu
  obtain ⟨hw, hsum⟩ := inverse_spectral_sum hv hC hCu (M *ᵥ d)
  refine ⟨fun s hs => hw s (by simp [hs]), ?_, ?_⟩
  · simp only [rpaStrength, sq]
    rw [parseval hv, ← symm_dot hMs, Matrix.mulVec_mulVec, hM]
  · -- the square roots cancel against the inverse of M(A+B)M
    have hinv : M * (M * (A + B) * M)⁻¹ * M = (A + B)⁻¹ := by
      rw [Matrix.mul_inv_rev, Matrix.mul_inv_rev,
        Matrix.mul_nonsing_inv_cancel_left _ _ hMu,
        Matrix.nonsing_inv_mul_cancel_right _ _ hMu]
    simp only [rpaStrength]
    rw [hsum, ← symm_dot hMs, Matrix.mulVec_mulVec, Matrix.mulVec_mulVec, hinv]
```

## The two Tamm-Dancoff sums

For positive definite $A$, the eigenvalue equation gives $e_s(u_s\cdot d)=u_s\cdot Ad$, so

$$\sum_sg_s=\sum_s(u_s\cdot d)(u_s\cdot Ad)=d\cdot Ad .$$

Because $e_s\neq0$, we also have $g_s/e_s^2=(u_s\cdot d)^2/e_s$, and the inverse sum gives

$$\sum_s\frac{g_s}{e_s^2}=d\cdot A^{-1}d .$$

```lean
/-- Tamm-Dancoff sum rules: for positive definite `A` the energies are nonzero, the strengths
sum to `d·Ad`, and the strengths over squared energies sum to `d·A⁻¹d`. -/
theorem tda_sum_rules {A : Matrix n n ℝ} {e : n → ℝ} {u : n → n → ℝ}
    (hA : A.PosDef) (hu : IsEigenbasis A e u) (d : n → ℝ) :
    (∀ s, e s ≠ 0) ∧ ∑ s, tdaStrength e u d s = d ⬝ᵥ A *ᵥ d ∧
      ∑ s, tdaStrength e u d s / e s ^ 2 = d ⬝ᵥ A⁻¹ *ᵥ d := by
  obtain ⟨hAs, hdet⟩ := symm_and_regular hA
  obtain ⟨he, hsum⟩ := inverse_spectral_sum hu hAs hdet d
  refine ⟨he, ?_, ?_⟩
  · rw [← parseval hu d (A *ᵥ d)]
    refine Finset.sum_congr rfl fun s _ => ?_
    rw [symm_dot hAs, hu.eig, smul_dotProduct, smul_eq_mul, tdaStrength]
    ring
  · rw [← hsum]
    refine Finset.sum_congr rfl fun s _ => ?_
    rw [tdaStrength, div_eq_div_iff (pow_ne_zero 2 (he s)) (he s)]
    ring
```

## Comparing the sums

For the static sums, put $z=A^{-1}d$ and $y=(A+B)^{-1}d$, so that $Az=d$ and $(A+B)y=d$. Symmetry of $A$ gives $z\cdot Ay=d\cdot y$, and hence

$$(z-y)\cdot A(z-y)=d\cdot z-2\,d\cdot y+y\cdot Ay .$$

Adding $y\cdot By$ and using $y\cdot(A+B)y=d\cdot y$ yields

$$d\cdot z-d\cdot y=(z-y)\cdot A(z-y)+y\cdot By\ \ge\ 0 .$$

In Lean, `h1` and `h2` are the two nonnegative terms, `h3` and `h4` are the relations used to rewrite them, and `linarith` combines them.

```lean
/-- Adding a positive semidefinite coupling `B` to a positive definite `A` cannot increase
the static response `d·A⁻¹d`. -/
theorem static_response_le {A B : Matrix n n ℝ} (hA : A.PosDef) (hB : B.PosSemidef)
    (d : n → ℝ) : d ⬝ᵥ (A + B)⁻¹ *ᵥ d ≤ d ⬝ᵥ A⁻¹ *ᵥ d := by
  obtain ⟨hAs, hAu⟩ := symm_and_regular hA
  have hz : A *ᵥ (A⁻¹ *ᵥ d) = d := by
    rw [Matrix.mulVec_mulVec, Matrix.mul_nonsing_inv _ hAu, Matrix.one_mulVec]
  have hy : (A + B) *ᵥ ((A + B)⁻¹ *ᵥ d) = d := by
    rw [Matrix.mulVec_mulVec, Matrix.mul_nonsing_inv _
      (symm_and_regular (hA.add_posSemidef hB)).2, Matrix.one_mulVec]
  generalize A⁻¹ *ᵥ d = z at hz ⊢
  generalize (A + B)⁻¹ *ᵥ d = y at hy ⊢
  -- the difference is (z - y)·A(z - y) + y·By
  have h1 : 0 ≤ (z - y) ⬝ᵥ A *ᵥ (z - y) := by
    simpa only [star_trivial] using hA.posSemidef.dotProduct_mulVec_nonneg (z - y)
  have h2 : 0 ≤ y ⬝ᵥ B *ᵥ y := by
    simpa only [star_trivial] using hB.dotProduct_mulVec_nonneg y
  have h3 : y ⬝ᵥ A *ᵥ y + y ⬝ᵥ B *ᵥ y = y ⬝ᵥ d := by
    rw [← dotProduct_add, ← Matrix.add_mulVec, hy]
  have h4 : z ⬝ᵥ A *ᵥ y = d ⬝ᵥ y := by rw [symm_dot hAs, hz]
  rw [Matrix.mulVec_sub, hz, sub_dotProduct, dotProduct_sub, dotProduct_sub, h4] at h1
  rw [dotProduct_comm y d] at h1 h3
  rw [dotProduct_comm z d] at h1
  linarith
```

The total strengths differ by

$$d\cdot Ad-d\cdot(A-B)d=d\cdot Bd\ \ge\ 0 .$$

For positive semidefinite $B$ the right-hand side equals $\lVert B^{1/2}d\rVert^2$, which vanishes exactly when $Bd=0$.

The main theorem assembles these results. Its hypotheses are that $A-B$ is positive definite (`hAB`), that $B$ is positive semidefinite (`hB`), that $M$ is a symmetric square root of $A-B$ (`hMs`, `hM`), and that eigenbases of $M(A+B)M$ and of $A$ are given (`hv`, `hu`). Positive definiteness of $A=(A-B)+B$ and of $A+B$ is derived from the first two. The conclusion has three parts, valid for every $d$:

- $\sum_sf_s\le\sum_sg_s$;
- $\sum_sf_s/w_s^2\le\sum_sg_s/e_s^2$;
- the total strengths are equal if and only if $Bd=0$.

For finite real matrices meeting these conditions, this fixes the direction in which the Tamm-Dancoff approximation shifts the length-form oscillator strength summed over all modes and the static polarizability. It does not cover velocity-form strengths or sums with other powers of the energy. It compares sums, not individual energies or strengths, and the equality condition concerns the total strengths only.

Positive definiteness of both $A-B$ and $A+B$ would not suffice for the inequalities. The $1\times1$ case $A=2$, $B=-1$, $d=1$ has RPA sums $3$ and $1$, against Tamm-Dancoff sums $2$ and $1/2$.

```lean
/-- Tamm-Dancoff error of the sum rules: for `A - B` positive definite with symmetric square
root `M` and `B` positive semidefinite, neither the total strength nor the sum of strengths
over squared energies is smaller in the Tamm-Dancoff approximation than in the RPA. The total
strengths agree exactly when `B d = 0`. -/
theorem tammDancoff_overestimates {A B M : Matrix n n ℝ} {w e : n → ℝ} {v u : n → n → ℝ}
    (hAB : (A - B).PosDef) (hB : B.PosSemidef) (hMs : Mᵀ = M) (hM : M * M = A - B)
    (hv : IsEigenbasis (M * (A + B) * M) (fun s => w s ^ 2) v)
    (hu : IsEigenbasis A e u) (d : n → ℝ) :
    ∑ s, rpaStrength M v d s ≤ ∑ s, tdaStrength e u d s ∧
      ∑ s, rpaStrength M v d s / w s ^ 2 ≤ ∑ s, tdaStrength e u d s / e s ^ 2 ∧
      (∑ s, rpaStrength M v d s = ∑ s, tdaStrength e u d s ↔ B *ᵥ d = 0) := by
  have hA : A.PosDef := by
    have h := hAB.add_posSemidef hB
    rwa [sub_add_cancel] at h
  obtain ⟨-, r1, r2⟩ := rpa_sum_rules hAB (hA.add_posSemidef hB) hMs hM hv d
  obtain ⟨-, t1, t2⟩ := tda_sum_rules hA hu d
  have hd : 0 ≤ d ⬝ᵥ B *ᵥ d := by
    simpa only [star_trivial] using hB.dotProduct_mulVec_nonneg d
  have hzero : d ⬝ᵥ B *ᵥ d = 0 ↔ B *ᵥ d = 0 := by
    simpa only [star_trivial] using hB.dotProduct_mulVec_zero_iff d
  rw [r1, r2, t1, t2, Matrix.sub_mulVec, dotProduct_sub, ← hzero]
  refine ⟨by linarith, static_response_le hA hB d, ?_, ?_⟩ <;> intro h <;> linarith
```

## An instance with two excitations

The last theorem shows that all the hypotheses can be met at once by matrices with nonzero off-diagonal elements. Take the orthonormal vectors $v_0=(3/5,4/5)$ and $v_1=(4/5,-3/5)$, numbered as in `Fin 2`. They are eigenvectors of every matrix involved:

| Matrix | eigenvalue on $v_0$ | eigenvalue on $v_1$ |
|---|---|---|
| $A$ | $45$ | $25$ |
| $B$ | $36$ | $0$ |
| $M$ | $3$ | $5$ |
| $M(A+B)M$ | $27^2$ | $25^2$ |

For $d=v_0$ the formulas above give total strengths $9$ (RPA) and $45$ (Tamm-Dancoff), and static sums $1/81$ and $1/45$. For $d=v_1$ we have $Bd=0$, and both total strengths are $25$.

The definiteness checks use the auxiliary statement `hR`, that a matrix $aa^{T}$ is positive semidefinite. Here $B=aa^{T}$ with $a=6v_0$, and $A-B$ is $9$ times the identity plus $aa^{T}$ with $a=4v_1$. The remaining conditions are checked entry by entry.

```lean
/-- Explicit 2×2 matrices for two coupled excitations, with RPA frequencies 27 and 25 and
Tamm-Dancoff energies 45 and 25, meet all hypotheses of the comparison. -/
theorem tammDancoff_overestimates_witness :
    let A : Matrix (Fin 2) (Fin 2) ℝ := !![161/5, 48/5; 48/5, 189/5]
    let B : Matrix (Fin 2) (Fin 2) ℝ := !![324/25, 432/25; 432/25, 576/25]
    let M : Matrix (Fin 2) (Fin 2) ℝ := !![107/25, -24/25; -24/25, 93/25]
    let v : Fin 2 → Fin 2 → ℝ := ![![3/5, 4/5], ![4/5, -3/5]]
    (A - B).PosDef ∧ B.PosSemidef ∧ Mᵀ = M ∧ M * M = A - B ∧
      IsEigenbasis (M * (A + B) * M) (fun s => (![27, 25] : Fin 2 → ℝ) s ^ 2) v ∧
      IsEigenbasis A ![45, 25] v := by
  intro A B M v
  -- rank-one matrices are positive semidefinite
  have hR (a b : ℝ) : (!![a * a, a * b; a * b, b * b]).PosSemidef := by
    convert Matrix.posSemidef_conjTranspose_mul_self !![a, b; 0, 0] using 1
    ext i j
    fin_cases i <;> fin_cases j <;> simp [Matrix.mul_apply, Fin.sum_univ_two, mul_comm]
  have ho : ∀ s t, v s ⬝ᵥ v t = if s = t then 1 else 0 := by
    intro s t
    fin_cases s <;> fin_cases t <;> norm_num [v, dotProduct, Fin.sum_univ_two]
  refine ⟨?_, ?_, ?_, ?_, ⟨ho, fun s => ?_⟩, ⟨ho, fun s => ?_⟩⟩
  · convert (Matrix.PosDef.diagonal (d := fun _ : Fin 2 => (9 : ℝ))
      (fun _ => by norm_num)).add_posSemidef (hR (16/5) (-12/5)) using 1
    ext i j
    fin_cases i <;> fin_cases j <;> norm_num [A, B, Matrix.diagonal_apply]
  · convert hR (18/5) (24/5) using 1
    ext i j
    fin_cases i <;> fin_cases j <;> norm_num [B]
  · ext i j
    fin_cases i <;> fin_cases j <;> norm_num [M, Matrix.transpose_apply]
  · ext i j
    fin_cases i <;> fin_cases j <;> norm_num [A, B, M, Matrix.mul_apply, Fin.sum_univ_two]
  · ext i
    fin_cases s <;> fin_cases i <;>
      norm_num [A, B, M, v, Matrix.mulVec, dotProduct, Matrix.mul_apply, Fin.sum_univ_two]
  · ext i
    fin_cases s <;> fin_cases i <;>
      norm_num [A, v, Matrix.mulVec, dotProduct, Fin.sum_univ_two]

end TammDancoffSumRules
```

```lean
#print axioms TammDancoffSumRules.tammDancoff_overestimates
```

```
'TammDancoffSumRules.tammDancoff_overestimates' depends on axioms: [propext, Classical.choice, Quot.sound]
```
